# Normalised conjugate-gradient residuals obey a three-term recurrence when the matrix is positive definite

Run conjugate gradients (CG) in exact arithmetic on $Ax=b$, where $A$ is a real matrix with $y\cdot Ay>0$ for every $y\neq0$. Let $r_k$ be the residuals, $p_k$ the search directions, and

$$\alpha_k=\frac{r_k\cdot r_k}{p_k\cdot Ap_k},\qquad \beta_k=\frac{\|r_{k+1}\|^2}{\|r_k\|^2},\qquad v_k=(-1)^k\frac{r_k}{\|r_k\|}.$$

If $r_0,\dots,r_{j+1}$ are nonzero, with $j\ge0$, then

$$Av_{j+1}=\frac{\sqrt{\beta_j}}{\alpha_j}v_j+\left(\frac1{\alpha_{j+1}}+\frac{\beta_j}{\alpha_j}\right)v_{j+1}+\frac{\sqrt{\beta_{j+1}}}{\alpha_{j+1}}v_{j+2}.$$

The first step has two terms: $Av_0=\frac1{\alpha_0}v_0+\frac{\sqrt{\beta_0}}{\alpha_0}v_1$ if $r_0\neq0$. If $r_{j+2}=0$, then $\beta_{j+1}=0$ and the last term of the recurrence drops out. Likewise, if $r_1=0$, then $\beta_0=0$ and the first step reduces to $Av_0=\frac1{\alpha_0}v_0$.

## Spectral estimates from the CG scalars

The coefficients form a symmetric tridiagonal matrix that a solver can assemble from the $\alpha_k$ and $\beta_k$ it already computes. When $A$ is also symmetric, a code can estimate its extremal eigenvalues and condition number during a CG solve by diagonalising this small matrix, without storing the residuals. The estimates depend on the starting residual: in exact arithmetic, an eigenvalue whose eigenvectors are all orthogonal to $r_0$ is missed, and the condition number can then be underestimated. In electronic structure, this applies to linear-response equations whose discretised operator is real, symmetric and positive definite.

## Eliminating the search directions

CG starts from $r_0=p_0=b-Ax_0$ and updates

$$x_{k+1}=x_k+\alpha_kp_k,\quad r_{k+1}=r_k-\alpha_kAp_k,\quad p_{k+1}=r_{k+1}+\beta_kp_k.$$

If $r_k=b-Ax_k$, then $r_{k+1}=b-A(x_k+\alpha_kp_k)=b-Ax_{k+1}$, so the updated residual is always the true one.

**No breakdown.** Suppose $r_k\cdot p_k=\|r_k\|^2\neq0$, as holds at $k=0$. Then $p_k\neq0$, so $p_k\cdot Ap_k>0$, and

$$r_{k+1}\cdot p_k=\|r_k\|^2-\alpha_k\,p_k\cdot Ap_k=0.$$

Hence $r_{k+1}\cdot p_{k+1}=\|r_{k+1}\|^2+\beta_k\,r_{k+1}\cdot p_k=\|r_{k+1}\|^2$, and the induction continues while residuals are nonzero.

**Recurrence.** Since $\alpha_k\neq0$, the residual update gives $Ap_k=(r_k-r_{k+1})/\alpha_k$. Applying $A$ to $r_{j+1}=p_{j+1}-\beta_jp_j$ gives

$$Ar_{j+1}=-\frac{\beta_j}{\alpha_j}r_j+\left(\frac1{\alpha_{j+1}}+\frac{\beta_j}{\alpha_j}\right)r_{j+1}-\frac1{\alpha_{j+1}}r_{j+2}.$$

Substitute $r_k=(-1)^k\|r_k\|v_k$ and divide by $(-1)^{j+1}\|r_{j+1}\|$. The alternating signs make both outer coefficients positive or zero, and $\|r_{k+1}\|/\|r_k\|=\sqrt{\beta_k}$ gives the stated form. For the first step, divide $Ar_0=(r_0-r_1)/\alpha_0$ by $\|r_0\|$.

**Symmetric $A$.** Here $r_1\cdot r_0=r_1\cdot p_0=0$. Whenever $r_{k+1}\cdot r_k=0$,

$$p_{k+1}\cdot Ap_k=-\frac{\|r_{k+1}\|^2}{\alpha_k}+\beta_k\frac{\|r_k\|^2}{\alpha_k}=0.$$

Symmetry then gives $r_{k+2}\cdot p_k=r_{k+1}\cdot p_k-\alpha_{k+1}\,p_{k+1}\cdot Ap_k=0$. Since also $r_{k+2}\cdot p_{k+1}=0$ and $p_{k+1}=r_{k+1}+\beta_kp_k$, it follows that $r_{k+2}\cdot r_{k+1}=0$. Taking the dot product of the residual recurrence with $r_{j+1}$ now leaves

$$\frac{r_{j+1}\cdot Ar_{j+1}}{r_{j+1}\cdot r_{j+1}}=\frac1{\alpha_{j+1}}+\frac{\beta_j}{\alpha_j}.$$

## The iteration and its recurrence in Lean

```lean
import Mathlib

open Matrix

namespace ConjugateGradientLanczos

noncomputable section

variable {n : Type*} [Fintype n]

/-- A real linear system `A x = b` together with a starting guess `x₀`. -/
structure LinearSystem (n : Type*) where
  A : Matrix n n ℝ
  b : n → ℝ
  x₀ : n → ℝ

/-- The data carried by conjugate gradients: iterate, residual and search direction. -/
structure State (n : Type*) where
  x : n → ℝ
  r : n → ℝ
  p : n → ℝ

/-- The step length `(r·r)/(p·Ap)` along the search direction. -/
def stepLength (A : Matrix n n ℝ) (s : State n) : ℝ :=
  (s.r ⬝ᵥ s.r) / (s.p ⬝ᵥ (A *ᵥ s.p))

/-- The residual after a step along the search direction. -/
def nextResidual (A : Matrix n n ℝ) (s : State n) : n → ℝ :=
  s.r - stepLength A s • (A *ᵥ s.p)

/-- The conjugate gradient iteration, started along the initial residual. -/
def LinearSystem.cg (S : LinearSystem n) : ℕ → State n
  | 0 => ⟨S.x₀, S.b - S.A *ᵥ S.x₀, S.b - S.A *ᵥ S.x₀⟩
  | k + 1 =>
    ⟨(S.cg k).x + stepLength S.A (S.cg k) • (S.cg k).p,
      nextResidual S.A (S.cg k),
      nextResidual S.A (S.cg k) +
        ((nextResidual S.A (S.cg k) ⬝ᵥ nextResidual S.A (S.cg k)) /
          ((S.cg k).r ⬝ᵥ (S.cg k).r)) • (S.cg k).p⟩

/-- The residual `r_k`. -/
def LinearSystem.r (S : LinearSystem n) (k : ℕ) : n → ℝ := (S.cg k).r

/-- The search direction `p_k`. -/
def LinearSystem.p (S : LinearSystem n) (k : ℕ) : n → ℝ := (S.cg k).p

/-- The step length `α_k`. -/
def LinearSystem.α (S : LinearSystem n) (k : ℕ) : ℝ :=
  (S.r k ⬝ᵥ S.r k) / (S.p k ⬝ᵥ (S.A *ᵥ S.p k))

/-- The ratio `β_k` of successive squared residual norms. -/
def LinearSystem.β (S : LinearSystem n) (k : ℕ) : ℝ :=
  (S.r (k + 1) ⬝ᵥ S.r (k + 1)) / (S.r k ⬝ᵥ S.r k)

/-- The Euclidean norm of the residual `r_k`. -/
def LinearSystem.resNorm (S : LinearSystem n) (k : ℕ) : ℝ := √(S.r k ⬝ᵥ S.r k)

/-- The normalised residual with alternating sign, `v_k = (-1)^k r_k / ‖r_k‖`. -/
def LinearSystem.v (S : LinearSystem n) (k : ℕ) : n → ℝ :=
  ((-1) ^ k / S.resNorm k) • S.r k

/-- The quadratic form of the system matrix is positive on nonzero vectors. -/
def LinearSystem.Positive (S : LinearSystem n) : Prop :=
  ∀ y : n → ℝ, y ≠ 0 → 0 < y ⬝ᵥ (S.A *ᵥ y)

/-- The recursively updated residual is the true residual `b - A x_k`. -/
theorem true_residual (S : LinearSystem n) (k : ℕ) :
    S.r k = S.b - S.A *ᵥ (S.cg k).x := by
  induction k with
  | zero => rfl
  | succ k ih =>
    have hr : S.r (k + 1) = S.r k - S.α k • (S.A *ᵥ S.p k) := rfl
    have hx : (S.cg (k + 1)).x = (S.cg k).x + S.α k • S.p k := rfl
    rw [hr, hx, ih, mulVec_add, mulVec_smul]
    abel

/-- A nonzero residual has positive norm. -/
theorem resNorm_pos (S : LinearSystem n) {k : ℕ} (h : S.r k ≠ 0) : 0 < S.resNorm k := by
  have h0 : 0 ≤ S.r k ⬝ᵥ S.r k := Finset.sum_nonneg fun i _ => mul_self_nonneg _
  exact Real.sqrt_pos.mpr
    (lt_of_le_of_ne h0 fun e => h (dotProduct_self_eq_zero.mp e.symm))

/-- If the quadratic form of `A` is positive on nonzero vectors, then as long as residuals are
nonzero, `r_j·p_j = r_j·r_j`, the curvature `p_j·A p_j` is positive, and the next residual is
orthogonal to the search direction. -/
theorem line_search (S : LinearSystem n) (hA : S.Positive) (j : ℕ)
    (h : ∀ i ≤ j, S.r i ≠ 0) :
    S.r j ⬝ᵥ S.p j = S.r j ⬝ᵥ S.r j ∧ 0 < S.p j ⬝ᵥ (S.A *ᵥ S.p j) ∧
      S.r (j + 1) ⬝ᵥ S.p j = 0 := by
  -- the first identity implies the other two
  have key : ∀ k, S.r k ≠ 0 → S.r k ⬝ᵥ S.p k = S.r k ⬝ᵥ S.r k →
      0 < S.p k ⬝ᵥ (S.A *ᵥ S.p k) ∧ S.r (k + 1) ⬝ᵥ S.p k = 0 := by
    intro k hk e
    have hp : S.p k ≠ 0 := by
      intro h0
      rw [h0, dotProduct_zero] at e
      exact hk (dotProduct_self_eq_zero.mp e.symm)
    have c := hA _ hp
    refine ⟨c, ?_⟩
    rw [show S.r (k + 1) = S.r k - S.α k • (S.A *ᵥ S.p k) from rfl, sub_dotProduct,
      smul_dotProduct, e, smul_eq_mul, dotProduct_comm (S.A *ᵥ S.p k), LinearSystem.α,
      div_mul_cancel₀ _ c.ne', sub_self]
  induction j with
  | zero => exact ⟨rfl, key 0 (h 0 le_rfl) rfl⟩
  | succ k ih =>
    obtain ⟨_, _, z⟩ := ih fun i hi => h i (by omega)
    have e : S.r (k + 1) ⬝ᵥ S.p (k + 1) = S.r (k + 1) ⬝ᵥ S.r (k + 1) := by
      rw [show S.p (k + 1) = S.r (k + 1) + S.β k • S.p k from rfl, dotProduct_add,
        dotProduct_smul, z, smul_zero, add_zero]
    exact ⟨e, key _ (h _ le_rfl) e⟩

/-- The matrix acts on a search direction as a scaled difference of successive residuals. -/
theorem mulVec_direction (S : LinearSystem n) (hA : S.Positive) (j : ℕ)
    (h : ∀ i ≤ j, S.r i ≠ 0) :
    S.A *ᵥ S.p j = (1 / S.α j) • (S.r j - S.r (j + 1)) := by
  have hα : S.α j ≠ 0 := div_ne_zero
    (fun e => h j le_rfl (dotProduct_self_eq_zero.mp e)) (line_search S hA j h).2.1.ne'
  rw [show S.r (j + 1) = S.r j - S.α j • (S.A *ᵥ S.p j) from rfl, sub_sub_cancel,
    smul_smul, one_div, inv_mul_cancel₀ hα, one_smul]

/-- Each residual is its norm times the normalised vector, up to the alternating sign. -/
theorem residual_eq_smul (S : LinearSystem n) (k : ℕ) :
    S.r k = ((-1) ^ k * S.resNorm k) • S.v k := by
  by_cases h : S.r k = 0
  · simp [LinearSystem.v, h]
  · have hN := (resNorm_pos S h).ne'
    have q : (-1 : ℝ) ^ k * (-1) ^ k = 1 := by rw [← mul_pow]; norm_num
    have t : (-1) ^ k * S.resNorm k * ((-1) ^ k / S.resNorm k) = 1 := by
      rw [mul_div_assoc', mul_right_comm, q, one_mul, div_self hN]
    rw [LinearSystem.v, smul_smul, t, one_smul]

/-- The first step: `A v_0` is a combination of `v_0` and `v_1` with coefficients
`1/α_0` and `√β_0/α_0`. -/
theorem lanczos_first (S : LinearSystem n) (hA : S.Positive) (h : S.r 0 ≠ 0) :
    S.A *ᵥ S.v 0 = (1 / S.α 0) • S.v 0 + (√(S.β 0) / S.α 0) • S.v 1 := by
  have hN := (resNorm_pos S h).ne'
  have e : S.A *ᵥ S.r 0 = (1 / S.α 0) • (S.r 0 - S.r 1) :=
    mulVec_direction S hA 0 fun i hi => by rwa [Nat.le_zero.mp hi]
  have h0 : S.r 0 = S.resNorm 0 • S.v 0 := by
    simpa only [pow_zero, one_mul] using residual_eq_smul S 0
  have h1 : S.r 1 = (-1 * S.resNorm 1) • S.v 1 := by
    simpa only [pow_one] using residual_eq_smul S 1
  have hb : √(S.β 0) = S.resNorm 1 / S.resNorm 0 :=
    Real.sqrt_div (Finset.sum_nonneg fun i _ => mul_self_nonneg _) _
  have hv : S.v 0 = (1 / S.resNorm 0) • S.r 0 := by simp [LinearSystem.v]
  calc S.A *ᵥ S.v 0 = (1 / S.resNorm 0) • (S.A *ᵥ S.r 0) := by rw [hv, mulVec_smul]
    _ = ((S.resNorm 0 / S.resNorm 0) * (1 / S.α 0)) • S.v 0 +
        ((S.resNorm 1 / S.resNorm 0) / S.α 0) • S.v 1 := by rw [e, h0, h1]; module
    _ = _ := by rw [div_self hN, one_mul, hb]

/-- The Lanczos relation of conjugate gradients: `A v_(j+1)` is a combination of `v_j`,
`v_(j+1)` and `v_(j+2)` whose coefficients are given by the step lengths and residual ratios. -/
theorem lanczos_relation (S : LinearSystem n) (hA : S.Positive) (j : ℕ)
    (h : ∀ i ≤ j + 1, S.r i ≠ 0) :
    S.A *ᵥ S.v (j + 1) = (√(S.β j) / S.α j) • S.v j +
      (1 / S.α (j + 1) + S.β j / S.α j) • S.v (j + 1) +
      (√(S.β (j + 1)) / S.α (j + 1)) • S.v (j + 2) := by
  have hN0 := (resNorm_pos S (h j (by omega))).ne'
  have hN1 := (resNorm_pos S (h (j + 1) le_rfl)).ne'
  have nn : ∀ k, 0 ≤ S.r k ⬝ᵥ S.r k := fun k =>
    Finset.sum_nonneg fun i _ => mul_self_nonneg _
  have hb : ∀ k, √(S.β k) = S.resNorm (k + 1) / S.resNorm k := fun k =>
    Real.sqrt_div (nn _) _
  have a0 : S.β j * S.resNorm j / S.resNorm (j + 1) = √(S.β j) := by
    have hβ : S.β j = √(S.β j) ^ 2 := (Real.sq_sqrt (div_nonneg (nn _) (nn _))).symm
    rw [hβ, Real.sqrt_sq (Real.sqrt_nonneg _), hb]
    field_simp
  -- eliminate the search directions in favour of residuals
  have e0 := mulVec_direction S hA j fun i hi => h i (by omega)
  have e1 : S.A *ᵥ S.p (j + 1) = (1 / S.α (j + 1)) • (S.r (j + 1) - S.r (j + 2)) :=
    mulVec_direction S hA (j + 1) h
  have hp : S.r (j + 1) = S.p (j + 1) - S.β j • S.p j := by
    rw [show S.p (j + 1) = S.r (j + 1) + S.β j • S.p j from rfl, add_sub_cancel_right]
  have eA : S.A *ᵥ S.r (j + 1) = S.A *ᵥ S.p (j + 1) - S.β j • (S.A *ᵥ S.p j) := by
    rw [hp, mulVec_sub, mulVec_smul]
  -- pass to normalised vectors, with `s` the alternating sign
  obtain ⟨s, hs⟩ : ∃ s : ℝ, s = (-1) ^ j := ⟨_, rfl⟩
  have ss : s * s = 1 := by rw [hs, ← mul_pow]; norm_num
  have s1 : (-1 : ℝ) ^ (j + 1) = -s := by rw [hs, pow_succ]; ring
  have s2 : (-1 : ℝ) ^ (j + 2) = s := by rw [hs, pow_add]; norm_num
  have r0 := residual_eq_smul S j
  have r1 := residual_eq_smul S (j + 1)
  have r2 := residual_eq_smul S (j + 2)
  rw [← hs] at r0
  rw [s1] at r1
  rw [s2] at r2
  have hv : S.v (j + 1) = (-s / S.resNorm (j + 1)) • S.r (j + 1) := by
    rw [LinearSystem.v, s1]
  calc S.A *ᵥ S.v (j + 1)
      = (-s / S.resNorm (j + 1)) • (S.A *ᵥ S.r (j + 1)) := by rw [hv, mulVec_smul]
    _ = ((s * s) * (S.β j * S.resNorm j / S.resNorm (j + 1)) / S.α j) • S.v j +
        ((s * s) * (S.resNorm (j + 1) / S.resNorm (j + 1)) *
          (1 / S.α (j + 1) + S.β j / S.α j)) • S.v (j + 1) +
        ((s * s) * (S.resNorm (j + 2) / S.resNorm (j + 1)) / S.α (j + 1)) • S.v (j + 2) := by
          rw [eA, e0, e1, r0, r1, r2]; module
    _ = _ := by rw [ss, a0, div_self hN1, hb (j + 1)]; simp only [one_mul]

/-- For a symmetric positive definite matrix, as long as residuals are nonzero, consecutive
residuals are orthogonal and consecutive search directions are conjugate with respect to `A`. -/
theorem consecutive_orthogonality (S : LinearSystem n) (hS : S.A.IsSymm) (hA : S.Positive)
    (j : ℕ) (h : ∀ i ≤ j, S.r i ≠ 0) :
    S.r (j + 1) ⬝ᵥ S.r j = 0 ∧ S.p (j + 1) ⬝ᵥ (S.A *ᵥ S.p j) = 0 := by
  -- orthogonal residuals give conjugate directions
  have conj : ∀ k, (∀ i ≤ k, S.r i ≠ 0) → S.r (k + 1) ⬝ᵥ S.r k = 0 →
      S.p (k + 1) ⬝ᵥ (S.A *ᵥ S.p k) = 0 := by
    intro k hk o
    have q : S.r (k + 1) ⬝ᵥ (S.A *ᵥ S.p k) =
        -(1 / S.α k) * (S.r (k + 1) ⬝ᵥ S.r (k + 1)) := by
      rw [mulVec_direction S hA k hk, dotProduct_smul, dotProduct_sub, o, smul_eq_mul]
      ring
    rw [show S.p (k + 1) = S.r (k + 1) + S.β k • S.p k from rfl, add_dotProduct,
      smul_dotProduct, q, smul_eq_mul, LinearSystem.α, LinearSystem.β, one_div_div]
    ring
  induction j with
  | zero =>
    have o : S.r (0 + 1) ⬝ᵥ S.r 0 = 0 := (line_search S hA 0 h).2.2
    exact ⟨o, conj 0 h o⟩
  | succ k ih =>
    have hk : ∀ i ≤ k, S.r i ≠ 0 := fun i hi => h i (by omega)
    have z0 := (line_search S hA k hk).2.2
    have z1 := (line_search S hA (k + 1) h).2.2
    have sym : (S.A *ᵥ S.p (k + 1)) ⬝ᵥ S.p k = S.p (k + 1) ⬝ᵥ (S.A *ᵥ S.p k) := by
      rw [dotProduct_comm, dotProduct_mulVec, ← mulVec_transpose, hS.eq, dotProduct_comm]
    have z2 : S.r (k + 1 + 1) ⬝ᵥ S.p k = 0 := by
      rw [show S.r (k + 1 + 1) = S.r (k + 1) - S.α (k + 1) • (S.A *ᵥ S.p (k + 1)) from rfl,
        sub_dotProduct, smul_dotProduct, sym, (ih hk).2, z0, smul_zero, sub_zero]
    have o : S.r (k + 1 + 1) ⬝ᵥ S.r (k + 1) = 0 := by
      have hp : S.p (k + 1) = S.r (k + 1) + S.β k • S.p k := rfl
      rw [hp, dotProduct_add, dotProduct_smul, z2, smul_zero, add_zero] at z1
      exact z1
    exact ⟨o, conj _ h o⟩

/-- For a symmetric positive definite matrix and nonzero residuals up to `r_(j+1)`, the Rayleigh
quotient of the residual `r_(j+1)` equals `1/α_(j+1) + β_j/α_j`. -/
theorem rayleigh_quotient (S : LinearSystem n) (hS : S.A.IsSymm) (hA : S.Positive)
    (j : ℕ) (h : ∀ i ≤ j + 1, S.r i ≠ 0) :
    (S.r (j + 1) ⬝ᵥ (S.A *ᵥ S.r (j + 1))) / (S.r (j + 1) ⬝ᵥ S.r (j + 1)) =
      1 / S.α (j + 1) + S.β j / S.α j := by
  have hR : S.r (j + 1) ⬝ᵥ S.r (j + 1) ≠ 0 := fun e =>
    h _ le_rfl (dotProduct_self_eq_zero.mp e)
  have o0 := (consecutive_orthogonality S hS hA j fun i hi => h i (by omega)).1
  have o1 : S.r (j + 2) ⬝ᵥ S.r (j + 1) = 0 :=
    (consecutive_orthogonality S hS hA (j + 1) h).1
  have w0 : S.r (j + 1) ⬝ᵥ S.v j = 0 := by
    rw [LinearSystem.v, dotProduct_smul, o0, smul_zero]
  have w2 : S.r (j + 1) ⬝ᵥ S.v (j + 2) = 0 := by
    rw [LinearSystem.v, dotProduct_smul, dotProduct_comm, o1, smul_zero]
  -- project the Lanczos relation on the residual
  have e : S.r (j + 1) ⬝ᵥ (S.A *ᵥ S.r (j + 1)) =
      (1 / S.α (j + 1) + S.β j / S.α j) * (S.r (j + 1) ⬝ᵥ S.r (j + 1)) := by
    have hr := residual_eq_smul S (j + 1)
    generalize (-1) ^ (j + 1) * S.resNorm (j + 1) = c at hr
    have l : S.A *ᵥ S.r (j + 1) = c • (S.A *ᵥ S.v (j + 1)) := by
      rw [← mulVec_smul, ← hr]
    have m : S.r (j + 1) ⬝ᵥ S.r (j + 1) = c * (S.r (j + 1) ⬝ᵥ S.v (j + 1)) := by
      rw [← smul_eq_mul, ← dotProduct_smul, ← hr]
    rw [l, lanczos_relation S hA j h, m]
    simp only [dotProduct_smul, dotProduct_add, w0, w2, smul_eq_mul]
    ring
  rw [e, mul_div_cancel_right₀ _ hR]

end

end ConjugateGradientLanczos
```

```lean
#print axioms ConjugateGradientLanczos.true_residual
#print axioms ConjugateGradientLanczos.lanczos_first
#print axioms ConjugateGradientLanczos.consecutive_orthogonality
#print axioms ConjugateGradientLanczos.rayleigh_quotient
```

```
'ConjugateGradientLanczos.true_residual' depends on axioms: [propext, Classical.choice, Quot.sound]
'ConjugateGradientLanczos.lanczos_first' depends on axioms: [propext, Classical.choice, Quot.sound]
'ConjugateGradientLanczos.consecutive_orthogonality' depends on axioms: [propext, Classical.choice, Quot.sound]
'ConjugateGradientLanczos.rayleigh_quotient' depends on axioms: [propext, Classical.choice, Quot.sound]
```

`LinearSystem` holds $A$, $b$ and $x_0$ over a finite index type, and `cg` is the iteration itself, so the recurrence concerns the vectors that the algorithm generates. `S.r`, `S.p`, `S.α`, `S.β` and `S.v` are the quantities above; `⬝ᵥ` is the dot product and `*ᵥ` the matrix-vector product. `Positive` says that $y\cdot Ay>0$ for every nonzero $y$. It doesn't include symmetry, which enters separately as `S.A.IsSymm`. The theorems `mulVec_direction`, `lanczos_first` and `lanczos_relation` assume `Positive` and nonzero residuals up to the step concerned, although their docstrings don't repeat this.

In the proof, `line_search` carries out the no-breakdown induction; its local result `key` derives positive curvature and orthogonality from $r_k\cdot p_k=\|r_k\|^2$. `mulVec_direction` solves the residual update for $Ap_k$, and `residual_eq_smul` supplies the signed normalisation. In `lanczos_relation`, `eA` writes $Ar_{j+1}$ in terms of $Ap_{j+1}$ and $Ap_j$, `e0` and `e1` replace these by residuals, `module` collects the vector coefficients, and `a0` simplifies the coefficient of $v_j$. `lanczos_first` treats the two-term start. `consecutive_orthogonality` follows the symmetric induction, and `rayleigh_quotient` projects the normalised relation on $r_{j+1}$.

## Positivity, symmetry and rounding

Without positivity the iteration can break down. Take $A=\mathrm{diag}(1,-1)$, $b=(1,1)$ and $x_0=0$. Then $p_0\cdot Ap_0=0$ and $\alpha_0$ is undefined. Lean's convention that division by zero gives zero doesn't rescue the first relation: its right-hand side becomes zero, while $Av_0=(1,-1)/\sqrt2$.

Without symmetry the recurrence survives, but its diagonal coefficient need not be a Rayleigh quotient. Take

$$A=\begin{pmatrix}1&1\\-1&1\end{pmatrix},\qquad b=(1,0),\qquad x_0=0,$$

for which $y\cdot Ay=\|y\|^2$. CG gives $r_1=(0,1)$, $\alpha_0=\beta_0=1$ and $\alpha_1=\tfrac12$. The diagonal coefficient is $2+1=3$, whereas the Rayleigh quotient of $r_1$ is $1$. A tridiagonal matrix built from such a run is therefore not a projection of $A$, and its eigenvalues shouldn't be read as spectral estimates.

Despite the name `lanczos_relation`, the theorems establish orthogonality only between neighbouring residuals. Reading the eigenvalues of the tridiagonal matrix as Ritz values, meaning eigenvalues of $A$ projected on the span of the residuals, is justified when all the residuals involved are mutually orthogonal; that is a standard property of exact CG for symmetric positive definite $A$, but it isn't proved here.

The theorems concern real arithmetic and unpreconditioned CG. They give no convergence rate and no error bound for eigenvalue estimates. In floating point, the recursive residual can drift from $b-Ax_k$ and orthogonality can be lost, so these exact-arithmetic statements don't by themselves certify a computed residual or eigenvalue estimate.
